# A finite, nonzero Coulomb-type repulsion integral grows when the lengths between almost all pairs of points shrink

The theorem `pair_integral_lt` compares two double integrals over space of Coulomb form, in which the product n(p) n(q) of a measurable, non-negative, finite-valued density at two points is divided by a length assigned to the pair. The lengths r and s are measurable functions of the pair, not necessarily the Euclidean distance, with 0 ≤ s ≤ r everywhere and, for each p, s < r for almost all q. If the integral with r is finite and nonzero, the integral with s is strictly larger, and may be infinite. The proof sets up a strict comparison of single integrals, `step`, and applies it first to the outer integral and then to the inner one, where cancelling the nonzero density product leaves a comparison of the inverse lengths.

An attempt in Lean 4 with a fault in it:

```lean
import Mathlib

open MeasureTheory
open scoped ENNReal NNReal

namespace PairIntegralLt

noncomputable section

/-- Points of three-dimensional space, with coordinates `(x, y, z)`. -/
abbrev Space := ℝ × ℝ × ℝ

/-- The density product over a measurable length `r(p, q)` is a measurable function of the
pair of points, if the density is measurable. -/
theorem measurable_pair {n : Space → ℝ≥0} (hn : Measurable n) {r : Space × Space → ℝ}
    (hr : Measurable r) :
    Measurable fun z : Space × Space => (n z.1 : ℝ≥0∞) * n z.2 / ENNReal.ofReal (r z) :=
  ((hn.comp measurable_fst).coe_nnreal_ennreal.mul
    (hn.comp measurable_snd).coe_nnreal_ennreal).div hr.ennreal_ofReal

/-- Let `n` be measurable, and let `0 ≤ s ≤ r` be measurable lengths with `s < r` for almost all `q`
at each `p`. If the double integral of `n(p) n(q) / r` is finite and nonzero, that of
`n(p) n(q) / s` is larger. -/
theorem pair_integral_lt {n : Space → ℝ≥0} (hn : Measurable n) {r s : Space × Space → ℝ}
    (hr : Measurable r) (hs : Measurable s) (hs0 : ∀ z, 0 ≤ s z) (hsr : ∀ z, s z ≤ r z)
    (hlt : ∀ p : Space, ∀ᵐ q : Space, s (p, q) < r (p, q))
    (hfin : ∫⁻ p, ∫⁻ q, (n p : ℝ≥0∞) * n q / ENNReal.ofReal (r (p, q)) ≠ ∞)
    (h0 : ∫⁻ p, ∫⁻ q, (n p : ℝ≥0∞) * n q / ENNReal.ofReal (r (p, q)) ≠ 0) :
    ∫⁻ p, ∫⁻ q, (n p : ℝ≥0∞) * n q / ENNReal.ofReal (r (p, q)) <
      ∫⁻ p, ∫⁻ q, (n p : ℝ≥0∞) * n q / ENNReal.ofReal (s (p, q)) := by
  -- strict comparison of single integrals, used for the outer and the inner one
  have step : ∀ f g : Space → ℝ≥0∞, Measurable g → ∫⁻ x, f x ≠ ∞ → ∫⁻ x, f x ≠ 0 →
      (∀ x, f x ≤ g x) → (∀ᵐ x, f x ≠ 0 → f x < g x) → ∫⁻ x, f x < ∫⁻ x, g x := by
    intro f g hg hf hf0 hle h
    refine lintegral_strict_mono_of_ae_le_of_frequently_ae_lt hg.aemeasurable hf
      (Filter.Eventually.of_forall hle) ?_
    intro hno
    apply hf0
    have hz : f =ᵐ[volume] fun _ => 0 := by
      filter_upwards [hno, h] with x a b
      by_contra c
      exact a (b c)
    rw [lintegral_congr_ae hz]
    simp
  have hle : ∀ p q : Space, (n p : ℝ≥0∞) * n q / ENNReal.ofReal (r (p, q)) ≤
      (n p : ℝ≥0∞) * n q / ENNReal.ofReal (s (p, q)) := fun p q =>
    ENNReal.div_le_div_left (ENNReal.ofReal_le_ofReal (hsr _)) _
  refine step _ _ (measurable_pair hn hs).lintegral_prod_right' hfin h0
    (fun p => lintegral_mono (hle p)) ?_
  filter_upwards [ae_lt_top (measurable_pair hn hr).lintegral_prod_right' hfin] with p hp hp0
  refine step _ _ ((measurable_pair hn hs).comp measurable_prodMk_left) hp.ne hp0 (hle p) ?_
  filter_upwards [hlt p] with q hq h
  refine lt_of_le_of_ne (hle p q) fun he => ?_
  have ha : (n p : ℝ≥0∞) * n q ≠ 0 := fun e => h (by simp only [e, ENNReal.zero_div])
  have hat : (n p : ℝ≥0∞) * n q ≠ ∞ := ENNReal.mul_ne_top ENNReal.coe_ne_top ENNReal.coe_ne_top
  have key : ∀ u : ℝ≥0∞, ((n p : ℝ≥0∞) * n q)⁻¹ * ((n p : ℝ≥0∞) * n q * u) = u := by
    intro u
    rw [← mul_assoc, ENNReal.inv_mul_cancel ha hat, one_mul]
  rw [div_eq_mul_inv, div_eq_mul_inv] at he
  have hi := congrArg (fun u => ((n p : ℝ≥0∞) * n q)⁻¹ * u) he
  simp only [key] at hi
  have hlt' := (ENNReal.ofReal_lt_ofReal_iff ((hs0 _).trans_lt hq)).mpr hq
  exact hlt'.ne (inv_injective hi).symm

end

end PairIntegralLt
```

Messages:

```
Main.lean:42:14: error: Application type mismatch: The argument
  b c
has type
  f x < g x
but is expected to have type
  f x ≠ g x
in the application
  a (b c)
```

What went wrong. The error lies inside `step`, in the argument that `f` and `g` cannot agree almost everywhere. The Mathlib lemma `lintegral_strict_mono_of_ae_le_of_frequently_ae_lt` has `ae_lt` in its name, but what it asks for here is that `f x ≠ g x` holds on a set that is not null. After `intro hno`, the assumption to be refuted is therefore that `f x ≠ g x` fails almost everywhere, and at a given point `a` is the negation of `f x ≠ g x`.

To contradict `a`, one must hand it a proof of `f x ≠ g x`. The attempt hands it `b c`, which proves `f x < g x`. This is the stronger statement, but Lean does not turn a strict inequality into `≠` by itself when a function is applied, so the types do not match. In the repair, `.ne` draws `f x ≠ g x` from `f x < g x`, and `a` accepts it.

The change, after which it compiles:

```diff
@@ -40,5 +40,5 @@
       filter_upwards [hno, h] with x a b
       by_contra c
-      exact a (b c)
+      exact a (b c).ne
     rw [lintegral_congr_ae hz]
     simp
```
